# Time reversal conjugates a discretised Wilson line, up to sewing matrices at its ends

Take a finite group of spinful bands whose span at each k is carried by time reversal into the span at −k. The discretised Wilson line through the points −k, visited in the same order, is then the complex conjugate of the one through the points k, multiplied at its two ends by unitary sewing matrices. For independent electrons with spin-orbit coupling, this relates the Berry-phase data of the two halves of the Brillouin zone.

## Frames, sewing matrices and overlaps

The states are the cell-periodic parts of the Bloch functions, which belong to the same space at every k. In the code this is a complex inner-product space V of any dimension. The inner product ⟨x, y⟩ is conjugate-linear in x.

In Lean 4 with Mathlib:

```lean
import Mathlib

open Matrix ComplexConjugate

noncomputable section

namespace TimeReversalSewing

variable {V : Type*} [NormedAddCommGroup V] [InnerProductSpace ℂ V]
variable {ι : Type*} [Fintype ι] [DecidableEq ι]
```

Time reversal T is antilinear, which is the meaning of the type `V →ₗ⋆[ℂ] V`, and satisfies

⟨Tx, Ty⟩ = ⟨y, x⟩ and T²x = −x.

The minus sign is that of a single electron with spin one-half.

```lean
/-- Time reversal of a spinful electron: an antilinear map that conjugates inner products
and squares to minus one. -/
structure IsSpinfulTimeReversal (T : V →ₗ⋆[ℂ] V) : Prop where
  inner_map : ∀ x y, inner ℂ (T x) (T y) = inner ℂ y x
  sq : ∀ x, T (T x) = -x
```

A frame is a family of vectors with a finite index type `ι`, one index per band. `Partners T u u'` says that u (at k) and u' (at −k) are orthonormal and that every T u_n lies in the span of u'. This last condition is assumed. Physically it holds when the Hamiltonian is time-reversal symmetric and the same bands are chosen at k and −k, without cutting through a degenerate multiplet. The momenta themselves are only labels and do not appear in the code.

```lean
/-- Orthonormal frames `u` (at `k`) and `u'` (at `-k`) such that `T` maps the span of `u`
into the span of `u'`. -/
structure Partners (T : V →ₗ⋆[ℂ] V) (u u' : ι → V) : Prop where
  left : Orthonormal ℂ u
  right : Orthonormal ℂ u'
  maps : ∀ n, T (u n) ∈ Submodule.span ℂ (Set.range u')
```

The sewing matrix is w_mn = ⟨u'_m, T u_n⟩. In the code the frame at −k comes first: `sewing T u' u`.

```lean
/-- The sewing matrix `w_mn = ⟨u'_m, T u_n⟩`. -/
def sewing (T : V →ₗ⋆[ℂ] V) (u' u : ι → V) : Matrix ι ι ℂ :=
  Matrix.of fun m n => inner ℂ (u' m) (T (u n))
```

The overlap matrix between frames u and v at two k-points is M_mn = ⟨u_m, v_n⟩.

```lean
/-- The overlap matrix `M_mn = ⟨u_m, v_n⟩` between the frames at two k-points. -/
def overlap (u v : ι → V) : Matrix ι ι ℂ :=
  Matrix.of fun m n => inner ℂ (u m) (v n)
```

The Wilson line W_N is the product of the first N overlap matrices along a sequence of frames, with W_0 = 1. The overlaps enter as they are, so W_N need not be unitary.

```lean
/-- The discretised Wilson line: the ordered product of the first `N` overlap matrices along
a sequence of k-points. -/
def wilsonLine (u : ℕ → ι → V) : ℕ → Matrix ι ι ℂ
  | 0 => 1
  | N + 1 => wilsonLine u N * overlap (u N) (u (N + 1))
```

## (a) Expanding the time-reversed states

Show that the sewing matrix holds the expansion coefficients of T u_n in the frame at −k:

T u_n = Σ_m w_mn u'_m.

By the span condition, T u_n = Σ_m c_m u'_m for some numbers c_m. Taking the inner product with u'_m and using orthonormality gives c_m = ⟨u'_m, T u_n⟩ = w_mn. In the proof, `hw` is this identification.

```lean
variable {T : V →ₗ⋆[ℂ] V} {u u' v v' : ι → V}

omit [DecidableEq ι] in
/-- The time-reversed state `T u_n` expands in the frame at `-k` with the sewing matrix as
coefficients. -/
theorem map_eq_sum (h : Partners T u u') (n : ι) :
    T (u n) = ∑ m, sewing T u' u m n • u' m := by
  obtain ⟨c, hc⟩ := (Submodule.mem_span_range_iff_exists_fun ℂ).1 (h.maps n)
  have hw : ∀ m, sewing T u' u m n = c m := by
    intro m
    change inner ℂ (u' m) (T (u n)) = c m
    rw [← hc]
    exact h.right.inner_right_fintype c m
  simp only [hw]
  exact hc.symm
```

## (b) Unitarity

Show that

w†w = 1.

Expand the left slot of ⟨T u_a, T u_b⟩ by (a):

⟨T u_a, T u_b⟩ = Σ_m conj(w_ma) ⟨u'_m, T u_b⟩ = Σ_m conj(w_ma) w_mb = (w†w)_ab.

The same inner product equals ⟨u_b, u_a⟩ = δ_ab. Since w is square, ww† = 1 follows as well. The expansion is `key`, and the closing `calc` evaluates the inner product.

```lean
/-- The sewing matrix between partner frames is unitary. -/
theorem sewing_unitary (hT : IsSpinfulTimeReversal T) (h : Partners T u u') :
    sewing T u' u ∈ Matrix.unitaryGroup ι ℂ := by
  rw [Matrix.mem_unitaryGroup_iff']
  ext a b
  -- the entries of `w† w` are the inner products of the time-reversed states
  have key : inner ℂ (T (u a)) (T (u b))
      = ∑ m, conj (sewing T u' u m a) * sewing T u' u m b := by
    conv_lhs => rw [map_eq_sum h a]
    rw [sum_inner]
    refine Finset.sum_congr rfl fun m _ => ?_
    rw [inner_smul_left]
    rfl
  rw [Matrix.mul_apply, Matrix.one_apply]
  calc _ = inner ℂ (T (u a)) (T (u b)) := key.symm
    _ = inner ℂ (u b) (u a) := hT.inner_map _ _
    _ = if a = b then 1 else 0 := by
      rw [orthonormal_iff_ite.1 h.left b a]
      by_cases hab : a = b
      · simp [hab]
      · simp [hab, Ne.symm hab]
```

## (c) Inverting the expansion

Recover the frame at −k from the time-reversed states:

u'_n = Σ_a conj(w_na) T u_a.

Insert (a) on the right-hand side and exchange the sums:

Σ_a conj(w_na) Σ_m w_ma u'_m = Σ_m (ww†)_mn u'_m = u'_n.

The `calc` block follows these equalities from left to right.

```lean
/-- The frame at `-k` is recovered from the time-reversed frame at `k` by the conjugated
sewing matrix. -/
theorem partner_eq_sum (hT : IsSpinfulTimeReversal T) (h : Partners T u u') (n : ι) :
    u' n = ∑ a, conj (sewing T u' u n a) • T (u a) := by
  symm
  calc ∑ a, conj (sewing T u' u n a) • T (u a)
      = ∑ a, ∑ m, (sewing T u' u m a * conj (sewing T u' u n a)) • u' m := by
        refine Finset.sum_congr rfl fun a _ => ?_
        rw [map_eq_sum h a, Finset.smul_sum]
        refine Finset.sum_congr rfl fun m _ => ?_
        rw [smul_smul, mul_comm]
    _ = ∑ m, (sewing T u' u * star (sewing T u' u)) m n • u' m := by
        rw [Finset.sum_comm]
        refine Finset.sum_congr rfl fun m _ => ?_
        rw [Matrix.mul_apply, Finset.sum_smul]
        rfl
    _ = u' n := by
        rw [Matrix.mem_unitaryGroup_iff.1 (sewing_unitary hT h)]
        simp [Matrix.one_apply]
```

## (d) Exchanging the two frames

Show that the sewing matrix with the frames exchanged is

⟨u_m, T u'_n⟩ = −w_nm,

and that T also maps the span of u' into the span of u.

Apply the inner-product rule to the vectors T u'_n and u_m:

⟨u_m, T u'_n⟩ = ⟨T²u'_n, T u_m⟩ = −⟨u'_n, T u_m⟩ = −w_nm.

For the spans, apply T to (c). Antilinearity removes the conjugation:

T u'_n = Σ_a w_na T²u_a = −Σ_a w_na u_a.

The theorem joins both facts to unitarity, with the second written as `Partners T u' u`. The two frames may coincide, as they can at k = 0, and w is then antisymmetric. At the other time-reversal-invariant momenta, −k equals k only up to a reciprocal lattice vector, and it is the Bloch functions, not their cell-periodic parts, that can be chosen equal at k and −k. With that choice w is antisymmetric there too.

```lean
/-- For partner frames at `k` and `-k` the sewing matrix `w` is unitary, exchanging the two
frames turns it into `-wᵀ`, and `T` also maps the span at `-k` into the span at `k`. -/
theorem sewing_matrix_theorem (hT : IsSpinfulTimeReversal T) (h : Partners T u u') :
    sewing T u' u ∈ Matrix.unitaryGroup ι ℂ ∧
      sewing T u u' = -(sewing T u' u)ᵀ ∧ Partners T u' u := by
  refine ⟨sewing_unitary hT h, ?_, h.right, h.left, fun n => ?_⟩
  · -- apply `T` to both slots and use `T² = -1`
    ext m n
    change inner ℂ (u m) (T (u' n)) = -inner ℂ (u' n) (T (u m))
    rw [← hT.inner_map (T (u' n)) (u m), hT.sq, inner_neg_left]
  · rw [partner_eq_sum hT h n, map_sum]
    refine Submodule.sum_mem _ fun a _ => ?_
    rw [LinearMap.map_smulₛₗ, hT.sq]
    exact Submodule.smul_mem _ _
      (Submodule.neg_mem _ (Submodule.subset_span ⟨a, rfl⟩))
```

## (e) One link of the path through the points −k

Let u, u' and v, v' be two partner pairs with sewing matrices w_u and w_v. Let M be the overlap of u with v, and M' that of u' with v'. Show that

M' = w_u conj(M) w_v†,

where conj acts entry by entry.

Insert (c) in both slots. The left slot conjugates its coefficient once more:

M'_mn = Σ_a Σ_b (w_u)_ma conj((w_v)_nb) ⟨T u_a, T v_b⟩.

The last factor is ⟨v_b, u_a⟩ = conj(M_ab), which gives the matrix product. In the code, `hc` is this last equality and `.map (starRingEnd ℂ)` is the entrywise conjugate.

```lean
/-- The overlap matrix between the reversed k-points is the one between the original k-points,
complex conjugated and dressed with the sewing matrices at its two ends. -/
theorem overlap_reversed (hT : IsSpinfulTimeReversal T)
    (hu : Partners T u u') (hv : Partners T v v') :
    overlap u' v' =
      sewing T u' u * (overlap u v).map (starRingEnd ℂ) * (sewing T v' v)ᴴ := by
  ext m n
  simp only [Matrix.mul_apply, Finset.sum_mul]
  rw [Finset.sum_comm]
  change inner ℂ (u' m) (v' n) = _
  rw [partner_eq_sum hT hu m, partner_eq_sum hT hv n, sum_inner]
  refine Finset.sum_congr rfl fun a _ => ?_
  rw [inner_sum]
  refine Finset.sum_congr rfl fun b _ => ?_
  have hc : conj (overlap u v a b) = inner ℂ (v b) (u a) := inner_conj_symm _ _
  rw [inner_smul_left, inner_smul_right, hT.inner_map, Complex.conj_conj,
    Matrix.map_apply, Matrix.conjTranspose_apply, hc, ← starRingEnd_apply]
  ring
```

## (f) The whole line

Let the frames p_j and p'_j be partners for every j, with sewing matrices w_j. Let W_N and W'_N be their Wilson lines. Show that

W'_N = w_0 conj(W_N) w_N†.

For N = 0 this reads 1 = w_0 w_0†, which is (b). For the step from N to N + 1, let M_N be the overlap of p_N with p_(N+1), and multiply by the link from (e):

W'_(N+1) = w_0 conj(W_N) w_N† w_N conj(M_N) w_(N+1)†.

The inner pair w_N† w_N is 1 (`hN`), and conj(W_N) conj(M_N) = conj(W_(N+1)). The sequences are infinite in the code; a finite path can be continued by repeating its last pair of frames.

```lean
/-- The Wilson line along the reversed k-points is the complex conjugate of the original one,
dressed with the sewing matrices at the two end points of the path. -/
theorem wilsonLine_reversed (hT : IsSpinfulTimeReversal T) {p p' : ℕ → ι → V}
    (h : ∀ j, Partners T (p j) (p' j)) (N : ℕ) :
    wilsonLine p' N = sewing T (p' 0) (p 0) *
      (wilsonLine p N).map (starRingEnd ℂ) * (sewing T (p' N) (p N))ᴴ := by
  induction N with
  | zero =>
    simp only [wilsonLine]
    rw [Matrix.map_one _ (map_zero _) (map_one _), Matrix.mul_one]
    exact (Matrix.mem_unitaryGroup_iff.1 (sewing_unitary hT (h 0))).symm
  | succ N ih =>
    -- the sewing matrices at the intermediate point cancel
    have hN : (sewing T (p' N) (p N))ᴴ * sewing T (p' N) (p N) = 1 :=
      Matrix.mem_unitaryGroup_iff'.1 (sewing_unitary hT (h N))
    simp only [wilsonLine]
    rw [ih, overlap_reversed hT (h N) (h (N + 1)), Matrix.map_mul]
    calc _ = sewing T (p' 0) (p 0) * (wilsonLine p N).map (starRingEnd ℂ) *
          ((sewing T (p' N) (p N))ᴴ * sewing T (p' N) (p N)) *
          (overlap (p N) (p (N + 1))).map (starRingEnd ℂ) *
          (sewing T (p' (N + 1)) (p (N + 1)))ᴴ := by simp only [Matrix.mul_assoc]
      _ = _ := by
        rw [hN, Matrix.mul_one]
        simp only [Matrix.mul_assoc]
```

## (g) A single spin one-half

On ℂ², let T(a, b) = (−conj b, conj a), and take the one-band frames spin up and spin down.

```lean
/-- Time reversal of a single spin one-half: `(a, b) ↦ (-conj b, conj a)`. -/
def spinT : EuclideanSpace ℂ (Fin 2) →ₗ⋆[ℂ] EuclideanSpace ℂ (Fin 2) where
  toFun x := !₂[-conj (x 1), conj (x 0)]
  map_add' x y := by
    ext i
    fin_cases i <;> simp [add_comm]
  map_smul' c x := by
    ext i
    fin_cases i <;> simp

/-- The one-band frame made of the spin-up state. -/
def spinUp : Fin 1 → EuclideanSpace ℂ (Fin 2) := fun _ => !₂[1, 0]

/-- The one-band frame made of the spin-down state. -/
def spinDown : Fin 1 → EuclideanSpace ℂ (Fin 2) := fun _ => !₂[0, 1]
```

Check that T meets the assumptions and that the two frames are partners, with

T(1, 0) = (0, 1).

Number the components 0 and 1, as the code does. Then

⟨Tx, Ty⟩ = x_1 conj(y_1) + x_0 conj(y_0) = ⟨y, x⟩,

T²(a, b) = T(−conj b, conj a) = (−a, −b).

Both frames are normalised, and setting a = 1, b = 0 gives the stated image, called `hflip` in the proof. Here w is the 1 × 1 matrix 1, and by (d) the exchanged one is −1.

```lean
/-- Spin one-half time reversal meets the assumptions on `T`, and the spin-up and spin-down
frames are partners under it. -/
theorem partners_witness :
    IsSpinfulTimeReversal spinT ∧ Partners spinT spinUp spinDown := by
  refine ⟨⟨fun x y => ?_, fun x => ?_⟩, ?_, ?_, fun n => ?_⟩
  · simp [spinT, PiLp.inner_apply, Fin.sum_univ_two]
    ring
  · ext i
    fin_cases i <;> simp [spinT]
  · constructor
    · intro i
      simp [spinUp, EuclideanSpace.norm_eq, Fin.sum_univ_two]
    · intro i j hij
      exact absurd (Subsingleton.elim i j) hij
  · constructor
    · intro i
      simp [spinDown, EuclideanSpace.norm_eq, Fin.sum_univ_two]
    · intro i j hij
      exact absurd (Subsingleton.elim i j) hij
  · have hflip : spinT (spinUp n) = spinDown n := by
      ext i
      fin_cases i <;> simp [spinT, spinUp, spinDown]
    rw [hflip]
    exact Submodule.subset_span ⟨n, rfl⟩

end TimeReversalSewing
```

```lean
#print axioms TimeReversalSewing.sewing_matrix_theorem
#print axioms TimeReversalSewing.wilsonLine_reversed
```

```
'TimeReversalSewing.sewing_matrix_theorem' depends on axioms: [propext, Classical.choice, Quot.sound]
'TimeReversalSewing.wilsonLine_reversed' depends on axioms: [propext, Classical.choice, Quot.sound]
```

## Sewing matrices in a plane-wave code

In a norm-conserving plane-wave code, the cell-periodic part of a band at k has spinor coefficients c_↑(G) and c_↓(G). Its time-reversed state, at −k, has the coefficients

−conj(c_↓(−G)) and conj(c_↑(−G)).

Store these as the columns of a matrix B, and the bands computed at −k as the columns of A'. Then w = A'†B. The size of w†w − 1 is a quick test: if the Hamiltonian is time-reversal symmetric and the states are well converged, a clear deviation from zero points to a multiplet cut by the band selection, or to a mistake in the ordering of G or in the spin components. Once w is known at both ends of a link, (e) supplies the overlap at the reversed points, or checks one that was computed separately.
